# The bond angles of a ring of $n \ge 3$ distinct atoms sum to at most $(n-2)\pi$

A ring of $n$ atoms is taken to be $n$ points $p_0, \dots, p_{n-1}$ of a Euclidean space, labelled by the integers modulo $n$, so that atom $i$ is bonded to atoms $i-1$ and $i+1$ and atom $n-1$ is bonded back to atom $0$. The bond angle at atom $i$ is the unoriented angle between the two directions to its neighbours. For three points $a$, $o$, $c$ write

$$\angle a\,o\,c = \arccos \frac{(a-o)\cdot(c-o)}{|a-o|\,|c-o|} \in [0,\pi],$$

and set $\theta_i = \angle p_{i-1}\,p_i\,p_{i+1}$. A puckered ring has no inside, so there is no reflex angle to speak of: where a planar non-convex polygon has an interior angle of $270^\circ$, the bond angle is $90^\circ$. The only condition placed on the positions is that bonded neighbours do not coincide, $p_i \ne p_{i+1}$ for every $i$, which is what gives each bond a direction. Under that condition, and in any dimension,

$$\sum_{i=0}^{n-1} \theta_i \le (n-2)\pi .$$

Dividing by $n$ bounds the mean angle by $\theta_{\mathrm{pl}}(n) = (n-2)\pi/n$, the interior angle of the regular planar $n$-gon. The bound applies to nuclei treated as points at fixed positions, as in one Born–Oppenheimer geometry or one frame of a classical trajectory, and it concerns internuclear directions, not the directions of orbitals or of bond paths in the electron density.

## Two facts about angles

The first fact is the triangle inequality at a common vertex $o$: $\angle a\,o\,c \le \angle a\,o\,b + \angle b\,o\,c$. Let $\hat a, \hat b, \hat c$ be the unit vectors from $o$, and put $\alpha = \angle a\,o\,b$, $\beta = \angle b\,o\,c$, $\gamma = \angle a\,o\,c$. If $\alpha + \beta \ge \pi$ the claim holds because $\gamma \le \pi$. Otherwise decompose along $\hat b$,

$$\hat a = \cos\alpha\,\hat b + \sin\alpha\, u, \qquad \hat c = \cos\beta\,\hat b + \sin\beta\, w,$$

with $u$ and $w$ orthogonal to $\hat b$ and of length at most one. Both sines are non-negative and $u\cdot w \ge -1$, so

$$\cos\gamma = \cos\alpha\cos\beta + \sin\alpha\sin\beta\; u\cdot w \ge \cos(\alpha+\beta),$$

and since the cosine decreases on $[0,\pi]$, $\gamma \le \alpha+\beta$.

The second fact is that the three angles of a triangle sum to $\pi$. Three points always lie in a plane, so the ambient dimension plays no part, and three distinct collinear points give the angles $0$, $0$, $\pi$.

## Closing a chain and adding one atom

Take a chain $q_0, \dots, q_{k+1}$ of $k+2$ points with $q_i \ne q_{i+1}$ for $i \le k$, and close it by the chord from $q_{k+1}$ to $q_0$. Its angle sum is

$$A_k = \angle q_{k+1} q_0 q_1 + \sum_{i=0}^{k-1} \angle q_i q_{i+1} q_{i+2} + \angle q_k q_{k+1} q_0 ,$$

and the claim is $A_k \le k\pi$. For $k=0$ the middle sum is empty and $A_0 = \angle q_1 q_0 q_1 + \angle q_0 q_1 q_0 = 0$, each term being the angle of a nonzero vector with itself.

Now append $q_{k+2}$ and close the chain from there:

$$A_{k+1} = \angle q_{k+2} q_0 q_1 + \sum_{i=0}^{k-1} \angle q_i q_{i+1} q_{i+2} + \angle q_k q_{k+1} q_{k+2} + \angle q_{k+1} q_{k+2} q_0 .$$

The angles at $q_0$ and $q_{k+1}$ have changed and the one at $q_{k+2}$ is new. Split each changed angle along the old chord:

$$\angle q_{k+2} q_0 q_1 \le \angle q_{k+2} q_0 q_{k+1} + \angle q_{k+1} q_0 q_1,$$

$$\angle q_k q_{k+1} q_{k+2} \le \angle q_k q_{k+1} q_0 + \angle q_0 q_{k+1} q_{k+2}.$$

Two of the four terms on the right are the end terms of $A_k$. Substituting,

$$A_{k+1} \le A_k + \big(\angle q_{k+1} q_{k+2} q_0 + \angle q_{k+2} q_0 q_{k+1} + \angle q_0 q_{k+1} q_{k+2}\big) = A_k + \pi \le (k+1)\pi,$$

because the bracket holds the three angles of the triangle $q_0\, q_{k+1}\, q_{k+2}$.

When all points are distinct nothing more is needed. When only neighbours are required to differ, a chord from $q_0$ to a later point can have zero length, and here Mathlib's convention that an angle with a zero arm equals $\pi/2$ keeps both facts true: a split along a zero old chord ($q_{k+1} = q_0$) reads $\gamma \le \pi/2 + \pi/2$, the split at $q_0$ with a zero new chord ($q_{k+2} = q_0$) reads $\pi/2 \le \pi/2 + \angle q_{k+1} q_0 q_1$, and a triangle with exactly two coincident vertices has angles $\pi/2$, $\pi/2$, $0$.

For a ring put $n = k+2$ and $q_i = p_i$. The three parts of $A_k$ are $\theta_0$, then $\theta_1 + \dots + \theta_k$, then $\theta_{k+1}$, so $\sum_i\theta_i = A_{n-2} \le (n-2)\pi$. Two consequences follow in one line each. The exterior angles $\pi - \theta_i$, by which the bond direction turns at each atom, satisfy $\sum_i(\pi-\theta_i) \ge n\pi - (n-2)\pi = 2\pi$. And if every $\theta_i$ exceeded $\theta_{\mathrm{pl}}(n)$ the sum would exceed $(n-2)\pi$, so some atom has $\theta_i \le \theta_{\mathrm{pl}}(n)$.

## Rings and their angles in Lean

Positions live in a type `P` of points and displacements in a real inner product space `V` acting on it; `a -ᵥ o` is the vector $a - o$. No dimension is fixed.

```lean
import Mathlib

open EuclideanGeometry Real Finset

namespace RingAngleSum

noncomputable section

variable {V P : Type*} [NormedAddCommGroup V] [InnerProductSpace ℝ V] [MetricSpace P]
  [NormedAddTorsor V P] {n : ℕ}
```

A ring is a map `p : ZMod n → P`, and the arithmetic of `ZMod n` supplies the cyclic neighbours `i - 1` and `i + 1`. In Mathlib's `∠` the vertex is the middle argument and the value is a real number of radians in $[0,\pi]$, so `bondAngle p i` is $\theta_i$.

```lean
/-- The bond angle at atom `i` of a ring: the unoriented angle between the directions to its
two neighbours `i - 1` and `i + 1`, indices taken cyclically. -/
def bondAngle (p : ZMod n → P) (i : ZMod n) : ℝ := ∠ (p (i - 1)) (p i) (p (i + 1))
```

The sum runs over all labels. The assumption `[NeZero n]` excludes $n=0$, for which `ZMod n` is the whole set of integers.

```lean
/-- The sum of all `n` bond angles of the ring. -/
def ringAngleSum [NeZero n] (p : ZMod n → P) : ℝ := ∑ i, bondAngle p i
```

`planarAngle n` is $\theta_{\mathrm{pl}}(n)$, entered as a number that stands for the common bond angle of a flat regular ring; no regular $n$-gon is constructed for general $n$.

```lean
/-- The planar reference value `(n - 2) π / n` for the bond angle of an `n`-ring. -/
def planarAngle (n : ℕ) : ℝ := ((n : ℝ) - 2) * π / n
```

The induction runs over natural-number labels while the ring carries cyclic ones. `sum_cyclic_eq_sum_range` moves a sum between the two through the bijection that sends a residue to its representative in $0,\dots,n-1$.

```lean
/-- A sum over the cyclic atom labels is the sum over the labels `0, …, n - 1`. -/
theorem sum_cyclic_eq_sum_range [NeZero n] (f : ZMod n → ℝ) :
    ∑ i, f i = ∑ j ∈ range n, f (j : ZMod n) := by
  refine Finset.sum_nbij' (fun i => i.val) (fun j => (j : ZMod n)) ?_ ?_ ?_ ?_ ?_
  · intro i _
    simpa using ZMod.val_lt i
  · intro j _
    simp
  · intro i _
    exact ZMod.natCast_zmod_val i
  · intro j hj
    exact ZMod.val_cast_of_lt (by simpa using hj)
  · intro i _
    exact congrArg f (ZMod.natCast_zmod_val i).symm
```

## The induction on the chain

`closed_chain_bound` states $A_k \le k\pi$ for a sequence `q : ℕ → P` of which only $q_0,\dots,q_{k+1}$ enter. Its hypothesis covers the $k+1$ bonds along the chain and asks nothing of the closing chord, which is what allows the induction hypothesis to be used on the shorter chain. The local statement `tri` is the triangle inequality at a vertex `o`, taken from `InnerProductGeometry.angle_le_angle_add_angle`. In the base case `a1` and `a2` are the two vanishing angles. In the step, `ih'` is $A_k \le k\pi$, `t0` and `t1` are the splits at $q_0$ and $q_{k+1}$, and `t2` is the triangle sum, for which `angle_add_angle_add_angle_eq_pi` needs only $q_{k+2} \ne q_{k+1}$. Rewriting with `sum_range_succ` detaches $\angle q_k q_{k+1} q_{k+2}$ from the middle sum of $A_{k+1}$, and `linarith` adds the four relations.

```lean
/-- For a chain `q 0, …, q (k + 1)` with consecutive atoms at different positions, closed from
the last atom back to the first, the `k + 2` angles sum to at most `k π`. -/
theorem closed_chain_bound (q : ℕ → P) (k : ℕ) (h : ∀ i ≤ k, q i ≠ q (i + 1)) :
    ∠ (q (k + 1)) (q 0) (q 1) + ∑ i ∈ range k, ∠ (q i) (q (i + 1)) (q (i + 2))
      + ∠ (q k) (q (k + 1)) (q 0) ≤ k * π := by
  have tri : ∀ o a b c : P, ∠ a o c ≤ ∠ a o b + ∠ b o c := fun o a b c =>
    InnerProductGeometry.angle_le_angle_add_angle (a -ᵥ o) (b -ᵥ o) (c -ᵥ o)
  induction k with
  | zero =>
    have h0 : q 0 ≠ q 1 := h 0 le_rfl
    have a1 : ∠ (q 1) (q 0) (q 1) = 0 :=
      InnerProductGeometry.angle_self (vsub_ne_zero.mpr h0.symm)
    have a2 : ∠ (q 0) (q 1) (q 0) = 0 :=
      InnerProductGeometry.angle_self (vsub_ne_zero.mpr h0)
    simp [a1, a2]
  | succ k ih =>
    have ih' := ih fun i hi => h i (by omega)
    -- split the two changed angles along the old closing chord
    have t0 := tri (q 0) (q (k + 2)) (q (k + 1)) (q 1)
    have t1 := tri (q (k + 1)) (q k) (q 0) (q (k + 2))
    -- the new pieces are the angles of one triangle
    have hne : q (k + 2) ≠ q (k + 1) := (h (k + 1) le_rfl).symm
    have t2 : ∠ (q (k + 1)) (q (k + 2)) (q 0) + ∠ (q (k + 2)) (q 0) (q (k + 1))
        + ∠ (q 0) (q (k + 1)) (q (k + 2)) = π :=
      angle_add_angle_add_angle_eq_pi (q 0) hne
    have e : k + 1 + 1 = k + 2 := rfl
    rw [sum_range_succ, e]
    push_cast
    linarith
```

## From the chain to the ring

`ringAngleSum_le` reads: for any ring in any Euclidean space with `p i ≠ p (i + 1)` for all `i`, the angle sum is at most $(n-2)\pi$. The case $n=1$ contradicts the hypothesis, since the atom is its own neighbour, so $n = k+2$ and the chain bound `hc` applies to $q_i = p_i$. What remains is the identification of terms made above. The relation `hlast`, $(k+1)+1 = 0$ modulo $k+2$, shows that the neighbour before atom $0$ is atom $k+1$; `e0`, `emid` and `elast` then rewrite $\theta_0$, $\theta_{i+1}$ and $\theta_{k+1}$ as the first, middle and last terms of $A_k$. The sum over $0,\dots,k+1$ is opened at both ends by `sum_range_succ` and `sum_range_succ'`.

```lean
/-- In a Euclidean space of any dimension, the bond angles of an `n`-ring whose bonded
neighbours sit at different positions sum to at most `(n - 2) π`. -/
theorem ringAngleSum_le [NeZero n] (p : ZMod n → P) (h : ∀ i, p i ≠ p (i + 1)) :
    ringAngleSum p ≤ ((n : ℝ) - 2) * π := by
  have hn0 : n ≠ 0 := NeZero.ne n
  have hn1 : n ≠ 1 := by
    rintro rfl
    exact h 0 (congrArg p (Subsingleton.elim _ _))
  obtain ⟨k, rfl⟩ : ∃ k, n = k + 2 := ⟨n - 2, by omega⟩
  have hc := closed_chain_bound (fun i : ℕ => p (i : ZMod (k + 2))) k (fun i _ => by
    show p (i : ZMod (k + 2)) ≠ p ((i + 1 : ℕ) : ZMod (k + 2))
    rw [Nat.cast_succ]
    exact h _)
  beta_reduce at hc
  -- the labels wrap around: `(k + 1) + 1 = 0`
  have hlast : ((k + 1 : ℕ) : ZMod (k + 2)) + 1 = 0 := by
    rw [← Nat.cast_succ]
    exact ZMod.natCast_self (k + 2)
  have e0 : bondAngle p ((0 : ℕ) : ZMod (k + 2)) = ∠ (p ((k + 1 : ℕ) : ZMod (k + 2)))
      (p ((0 : ℕ) : ZMod (k + 2))) (p ((1 : ℕ) : ZMod (k + 2))) := by
    have a : ((0 : ℕ) : ZMod (k + 2)) - 1 = ((k + 1 : ℕ) : ZMod (k + 2)) := by
      rw [Nat.cast_zero]
      linear_combination -hlast
    have b : ((0 : ℕ) : ZMod (k + 2)) + 1 = ((1 : ℕ) : ZMod (k + 2)) := by simp
    rw [bondAngle, a, b]
  have emid : ∀ i : ℕ, bondAngle p ((i + 1 : ℕ) : ZMod (k + 2)) = ∠ (p (i : ZMod (k + 2)))
      (p ((i + 1 : ℕ) : ZMod (k + 2))) (p ((i + 2 : ℕ) : ZMod (k + 2))) := by
    intro i
    have a : ((i + 1 : ℕ) : ZMod (k + 2)) - 1 = (i : ZMod (k + 2)) := by
      push_cast
      ring
    have b : ((i + 1 : ℕ) : ZMod (k + 2)) + 1 = ((i + 2 : ℕ) : ZMod (k + 2)) := by
      push_cast
      ring
    rw [bondAngle, a, b]
  have elast : bondAngle p ((k + 1 : ℕ) : ZMod (k + 2)) = ∠ (p (k : ZMod (k + 2)))
      (p ((k + 1 : ℕ) : ZMod (k + 2))) (p ((0 : ℕ) : ZMod (k + 2))) := by
    rw [emid, ZMod.natCast_self, Nat.cast_zero]
  have ec : ((k + 2 : ℕ) : ℝ) - 2 = k := by
    push_cast
    ring
  rw [ringAngleSum, sum_cyclic_eq_sum_range, sum_range_succ, sum_range_succ', elast, e0, ec]
  simp only [emid]
  linarith
```

`ring_in_space` is the molecular statement: `EuclideanSpace ℝ (Fin 3)` is $\mathbb R^3$ with the ordinary dot product, `Function.Injective p` says that no two atoms share a position, and the conclusion bounds both the sum and the mean `ringAngleSum p / n`. If $p_i = p_{i+1}$, injectivity would give $i = i+1$ and hence $1 = 0$ modulo $n$, which is false for $n > 1$. The mean bound is the sum bound divided by $n$. Bond lengths, elements and symmetry are unrestricted, and self-crossing or knotted rings are included.

```lean
/-- For `n ≥ 3` pairwise distinct atoms in three-dimensional space, the bond angles sum to at
most `(n - 2) π` and their mean is at most the planar value `(n - 2) π / n`. -/
theorem ring_in_space [NeZero n] (hn : 3 ≤ n) (p : ZMod n → EuclideanSpace ℝ (Fin 3))
    (hp : Function.Injective p) :
    ringAngleSum p ≤ ((n : ℝ) - 2) * π ∧ ringAngleSum p / n ≤ planarAngle n := by
  have : Fact (1 < n) := ⟨by omega⟩
  have h := ringAngleSum_le p fun i hi => by
    have h1 : (1 : ZMod n) = 0 := by linear_combination -(hp hi)
    exact one_ne_zero h1
  exact ⟨h, div_le_div_of_nonneg_right h (Nat.cast_nonneg n)⟩
```

The two consequences are stated under the weaker neighbour hypothesis and in any dimension. For the exterior angles, the sum of the constant $\pi$ over `ZMod n` is $n\pi$ and the rest is linear arithmetic.

```lean
/-- The exterior angles `π - θᵢ` of a ring with distinct bonded neighbours sum to at
least `2 π`. -/
theorem two_pi_le_exterior_sum [NeZero n] (p : ZMod n → P) (h : ∀ i, p i ≠ p (i + 1)) :
    2 * π ≤ ∑ i, (π - bondAngle p i) := by
  have hs := ringAngleSum_le p h
  rw [ringAngleSum] at hs
  rw [sum_sub_distrib, sum_const, card_univ, ZMod.card, nsmul_eq_mul]
  linarith
```

For the atom with a small angle, `hc` writes $(n-2)\pi$ as the sum of $n$ copies of `planarAngle n`, and `Finset.exists_le_of_sum_le` extracts a label at which the term of the smaller sum does not exceed the term of the larger.

```lean
/-- A ring with distinct bonded neighbours has an atom whose bond angle is at most the planar
value `(n - 2) π / n`. -/
theorem exists_bondAngle_le [NeZero n] (p : ZMod n → P) (h : ∀ i, p i ≠ p (i + 1)) :
    ∃ i, bondAngle p i ≤ planarAngle n := by
  have hn : (n : ℝ) ≠ 0 := Nat.cast_ne_zero.mpr (NeZero.ne n)
  have hc : ∑ _i : ZMod n, planarAngle n = ((n : ℝ) - 2) * π := by
    rw [sum_const, card_univ, ZMod.card, nsmul_eq_mul, planarAngle]
    field_simp
  have hs : ∑ i, bondAngle p i ≤ ∑ _i : ZMod n, planarAngle n := by
    rw [hc]
    exact ringAngleSum_le p h
  obtain ⟨i, _, hi⟩ := Finset.exists_le_of_sum_le univ_nonempty hs
  exact ⟨i, hi⟩
```

## A square on the bound and a six-ring below it

The examples use integer coordinates, which `latticePoint` turns into points of $\mathbb R^3$.

```lean
/-- The point of three-dimensional space with the given integer coordinates. -/
def latticePoint (v : Fin 3 → ℤ) : EuclideanSpace ℝ (Fin 3) :=
  WithLp.toLp 2 fun k => (v k : ℝ)
```

The first ring is the unit square in the plane $z=0$.

```lean
/-- The corners of the unit square in cyclic order. -/
def squareSites : ZMod 4 → Fin 3 → ℤ :=
  (![![0, 0, 0], ![1, 0, 0], ![1, 1, 0], ![0, 1, 0]] : Fin 4 → Fin 3 → ℤ)
```

The second visits six corners $(x,y,z)$ of the unit cube along edges. The value of $x+y+z$ alternates between $1$ and $2$, so the atoms lie alternately on two parallel planes, the pattern of a chair. All bonds in both rings have length one.

```lean
/-- Six corners of the unit cube joined cyclically along cube edges, leaving out the two
opposite corners `(0,0,0)` and `(1,1,1)`. -/
def cubeRingSites : ZMod 6 → Fin 3 → ℤ :=
  (![![1, 0, 0], ![1, 1, 0], ![0, 1, 0], ![0, 1, 1], ![0, 0, 1], ![1, 0, 1]] :
    Fin 6 → Fin 3 → ℤ)
```

Distinct integer sites give distinct points, by comparing coordinates.

```lean
/-- Different integer coordinates give different points. -/
theorem latticePoint_injective : Function.Injective latticePoint := by
  intro a b h
  funext k
  have hk := congrArg (fun x : EuclideanSpace ℝ (Fin 3) => x.ofLp k) h
  simpa [latticePoint] using hk
```

In `right_angled_ring` the sites are `s`, and the hypothesis `h` says that the dot product of the two bond vectors at each atom vanishes as an integer. The proof casts this to the reals, uses the equivalence between a zero inner product and an angle of $\pi/2$, and sums $n$ equal terms to $n\pi/2$.

```lean
/-- A ring on pairwise distinct integer sites whose two bond vectors at every atom have zero
dot product has distinct atoms and angle sum `n π / 2`. -/
theorem right_angled_ring [NeZero n] (s : ZMod n → Fin 3 → ℤ) (hs : Function.Injective s)
    (h : ∀ i, ∑ k, (s (i - 1) k - s i k) * (s (i + 1) k - s i k) = 0) :
    Function.Injective (latticePoint ∘ s) ∧ ringAngleSum (latticePoint ∘ s) = n * (π / 2) := by
  refine ⟨latticePoint_injective.comp hs, ?_⟩
  have hi : ∀ i, bondAngle (latticePoint ∘ s) i = π / 2 := by
    intro i
    have h' : ∑ k, ((s (i - 1) k : ℝ) - s i k) * ((s (i + 1) k : ℝ) - s i k) = 0 := by
      exact_mod_cast h i
    unfold bondAngle EuclideanGeometry.angle
    rw [← InnerProductGeometry.inner_eq_zero_iff_angle_eq_pi_div_two, PiLp.inner_apply]
    refine Eq.trans (Finset.sum_congr rfl fun k _ => ?_) h'
    simp [latticePoint, mul_comm]
  rw [ringAngleSum, sum_congr rfl fun i _ => hi i, sum_const, card_univ, ZMod.card, nsmul_eq_mul]
```

For the two rings, distinctness and orthogonality are finite statements about integers, settled by `decide`. The square has sum $4\cdot\pi/2 = 2\pi = (4-2)\pi$, so the bound is attained at $n=4$. The cube ring has sum $3\pi < 4\pi$, a mean of $90^\circ$ against $\theta_{\mathrm{pl}}(6) = 120^\circ$.

```lean
/-- The unit square has four distinct atoms and angle sum `(4 - 2) π`; the six-ring on the
cube has six distinct atoms and angle sum `3 π`, strictly below `(6 - 2) π`. -/
theorem square_and_cube_witness :
    (Function.Injective (latticePoint ∘ squareSites) ∧
      ringAngleSum (latticePoint ∘ squareSites) = (4 - 2) * π) ∧
    (Function.Injective (latticePoint ∘ cubeRingSites) ∧
      ringAngleSum (latticePoint ∘ cubeRingSites) = 3 * π ∧
      ringAngleSum (latticePoint ∘ cubeRingSites) < (6 - 2) * π) := by
  obtain ⟨a1, a2⟩ := right_angled_ring squareSites (by decide) (by decide)
  obtain ⟨b1, b2⟩ := right_angled_ring cubeRingSites (by decide) (by decide)
  have hpi := Real.pi_pos
  push_cast at a2 b2
  exact ⟨⟨a1, by linarith⟩, b1, by linarith, by linarith⟩

end

end RingAngleSum
```

```lean
#print axioms RingAngleSum.ringAngleSum_le
-- 'RingAngleSum.ringAngleSum_le' depends on axioms: [propext, Classical.choice, Quot.sound]
#print axioms RingAngleSum.ring_in_space
-- 'RingAngleSum.ring_in_space' depends on axioms: [propext, Classical.choice, Quot.sound]
#print axioms RingAngleSum.two_pi_le_exterior_sum
-- 'RingAngleSum.two_pi_le_exterior_sum' depends on axioms: [propext, Classical.choice, Quot.sound]
#print axioms RingAngleSum.exists_bondAngle_le
-- 'RingAngleSum.exists_bondAngle_le' depends on axioms: [propext, Classical.choice, Quot.sound]
```

## The smallest rings and the case of equality

`ringAngleSum_le` admits $n=2$: both neighbours of each atom are the same point, both angles are $0$, and the bound is $0$. At $n=3$ the bound is $\pi$, and the triangle sum says that three distinct atoms always reach it, with mean $60^\circ$. As $n$ grows, $\theta_{\mathrm{pl}}(n) = \pi - 2\pi/n$ approaches $\pi$ and the constraint on the mean angle weakens. That convex planar rings attain the bound for every $n$, and that non-planar rings fall strictly below it, is familiar geometry for which the theorems above supply only the square and the cube ring.

## The bound in a geometry code

Given an array of ring coordinates, a program forms $u_i = p_{i-1}-p_i$ and $w_i = p_{i+1}-p_i$ with indices reduced modulo $n$, and evaluates $\theta_i$ as $\arccos$ of the normalised dot product clipped to $[-1,1]$, or as $\operatorname{atan2}(|u_i\times w_i|,\,u_i\cdot w_i)$. The deficit $(n-2)\pi - \sum_i\theta_i$ must then be non-negative up to a rounding tolerance, since the theorem is about exact reals. Under periodic boundary conditions the ring must close in unwrapped coordinates; a straight chain that returns to its start only through the cell boundary has all angles $\pi$ and is not a ring in the present sense.

The same inequality limits target angles. A set of ring angles for an internal-coordinate build whose sum exceeds $(n-2)\pi$ has no Cartesian realisation, whereas a sum of at most $(n-2)\pi$ is necessary but not sufficient for closure: for three distinct atoms, for instance, the sum has to equal $\pi$ exactly, so a smaller sum cannot be realised either. In a force field whose ring angle terms share one reference value $\theta_{\mathrm{ref}} > \theta_{\mathrm{pl}}(n)$, the atom given by `exists_bondAngle_le` is compressed by at least $\theta_{\mathrm{ref}} - \theta_{\mathrm{pl}}(n)$. For the tetrahedral value $\arccos(-1/3) \approx 109.5^\circ$ this is about $49.5^\circ$, $19.5^\circ$ and $1.5^\circ$ for $n = 3, 4, 5$, while from $n=6$ on the bound forces no compression.
